# Wyckoff multiplicity equals centring index times point-group order divided by site-symmetry order

## Operations, lattice and cell

Points of an ideal crystal are written as $x\in\mathbb R^n$, with coordinates in units of the conventional cell edges. A Seitz operation $g$ acts by $gx=Wx+w$, where $W$ is an invertible linear map and $w$ a vector. Let $G$ be a group of such operations. The following objects belong to it:

- The point group $P$ is the set of all linear parts $W$ of operations in $G$.
- The translation lattice $L$ is the set of vectors $t$ for which the translation $T_t: v\mapsto t+v$ belongs to $G$.
- The orbit $Gx$ is the set of points equivalent to $x$.
- The site-symmetry group $S_x$ consists of the operations in $G$ that fix $x$.

The conventional cell is $[0,1)^n$, so a point on a shared face, edge or corner is counted once. Its own lattice is $\mathbb Z^n$. If $L$ contains $\mathbb Z^n$, the centring index $c=[L:\mathbb Z^n]$ is the number of lattice points per conventional cell: 1 for a primitive cell, 2 for a body-centred one.

## How many equivalent atoms are in the cell?

Place one atom at $x$ and generate all its symmetry equivalents. The number $m$ of them in the conventional cell is the multiplicity listed in space-group tables. If $P$ is finite and $L$ contains $\mathbb Z^n$ with finite index, then

$$m=\frac{c\,|P|}{|S_x|}.$$

Take the body-centred lattice in three dimensions with inversion, so that $c=2$ and $|P|=2$. A point with trivial site symmetry has four equivalents in the cell, the reductions of $\pm x$ and $\pm x+(\tfrac12,\tfrac12,\tfrac12)$. The origin is fixed by inversion, so $|S_x|=2$ and $m=2$: the origin and the body centre.

For an ideal periodic crystal with fully occupied sites, $m$ is the number of terms that one orbit contributes to the structure-factor sum over the conventional cell, and the number of atoms that one listed site stands for in an electronic-structure calculation on that cell. A calculation on a primitive cell has $m/c$ of them instead.

## Counting the same operations twice

Let $N$ be the number of operations in $G$ that send $x$ into the cell.

**Reduction to the cell.** Given $y$, we need integers $t_i$ with $0\le t_i+y_i<1$. This holds exactly for $t_i=-\lfloor y_i\rfloor$, so one and only one integer translation brings $y$ into the cell.

**Lattice translates.** For fixed $y$, consider the $l\in L$ with $l+y$ in the cell, and send each to its coset $l+\mathbb Z^n$. If $a$ and $b$ are two such vectors in the same coset, then $0$ and $b-a$ are both integer translations that take $a+y$ into the cell, so $a=b$ by uniqueness. Every coset is reached: given $l\in L$, choose $t\in\mathbb Z^n$ with $t+l+y$ in the cell. Since $\mathbb Z^n\subseteq L$, the vector $t+l$ is in $L$, and it lies in the coset of $l$. Hence there are exactly $c$ such vectors.

**First count.** For each $W\in P$ choose $r_W\in G$ with linear part $W$. If $g\in G$ also has linear part $W$, then $gv-r_Wv$ does not depend on $v$. Call it $l=gx-r_Wx$. Then $g=T_l r_W$, and $T_l=g r_W^{-1}\in G$, so $l\in L$. Conversely, every $T_l r_W$ with $l\in L$ is in $G$ and has linear part $W$. It sends $x$ to $l+r_Wx$, which is in the cell for exactly $c$ choices of $l$. Summing over $W$ gives $N=c|P|$.

**Second count.** For each orbit point $p$ in the cell choose $r_p\in G$ with $r_px=p$. An operation $g\in G$ satisfies $gx=p$ exactly when $r_p^{-1}g$ fixes $x$, so $|S_x|$ operations lead to $p$. Therefore $N=m|S_x|$.

Since $N=c|P|$ is finite and positive, $m$ and $|S_x|$ are too, and division gives the formula.

## When the chosen cell is too small

Let $n=1$ and let $G$ consist of the translations by even integers. Then $L=2\mathbb Z$ does not contain $\mathbb Z$. Both $P$ and $S_x$ are trivial, and $L\cap\mathbb Z$ has index 1 in $L$, so the formula with this index would give $m=1$. But the orbit of $x=\tfrac32$ is $\{\ldots,-\tfrac12,\tfrac32,\ldots\}$, which misses $[0,1)$. A finite point group and a finite index of $L\cap\mathbb Z^n$ in $L$ are thus not enough for the formula, even when $L$ is a full-rank lattice of integer vectors.

## The statement in Lean

`Space n` is the coordinate space, and `Seitz n` is the type of invertible affine maps of it. `G` is a subgroup of these maps, and products are compositions. The translation $T_t$ is `shift t`. The definitions `pointGroup`, `translationLattice`, `orbit` and `siteSymmetry` stand for $P$, $L$, $Gx$ and $S_x$; `integerLattice n` and `cell n` are $\mathbb Z^n$ and $[0,1)^n$.

The theorem `wyckoff_multiplicity` holds for every `n`, `G` and `x` under three hypotheses:

- `Finite (pointGroup G)` says that $P$ is finite.
- `hZ` says that every integer vector is a lattice translation, so the edges of the chosen cell are periods of the crystal.
- `hc` says that `centringIndex G` is nonzero. Lean assigns an infinite index or cardinality the value 0, so this means that the cell holds finitely many lattice points.

The conclusion has two parts: the orbit has finitely many points in the cell, and their number, `ncard`, equals the quotient above. The equation is between rational numbers, so the division is not rounded.

No metric enters, so the linear parts need not be written as orthogonal matrices. Nor does $P$ have to map $\mathbb Z^n$ to itself, which admits unconventional cells. The theorem counts one orbit; it neither assigns Wyckoff letters nor verifies the hypotheses for a particular tabulated group. The step to a real material is the identification of its atomic sites with complete orbits of such a `G`, which disorder or partial occupancy can spoil.

```lean
import Mathlib

namespace WyckoffMultiplicity

noncomputable section

/-- Coordinate space, in units of the conventional cell edges. -/
abbrev Space (n : ℕ) := Fin n → ℝ

/-- Real Seitz operations: invertible affine maps `x ↦ W x + w`. -/
abbrev Seitz (n : ℕ) := Space n ≃ᵃ[ℝ] Space n

variable {n : ℕ} (G : Subgroup (Seitz n)) (x : Space n)

/-- The pure translation `v ↦ t + v`. -/
def shift (t : Space n) : Seitz n := AffineEquiv.constVAdd ℝ (Space n) t

/-- The point group: all linear parts of operations of `G`. -/
def pointGroup : Subgroup (Space n ≃ₗ[ℝ] Space n) := G.map AffineEquiv.linearHom

/-- The translation lattice: all vectors whose translation belongs to `G`. -/
def translationLattice : AddSubgroup (Space n) where
  carrier := {t | shift t ∈ G}
  zero_mem' := by
    have h : shift (0 : Space n) = 1 := AffineEquiv.ext fun v => zero_add v
    change shift 0 ∈ G
    rw [h]
    exact G.one_mem
  add_mem' := by
    intro a b ha hb
    have h : shift (a + b) = shift a * shift b := AffineEquiv.ext fun v => add_assoc a b v
    change shift (a + b) ∈ G
    rw [h]
    exact G.mul_mem ha hb
  neg_mem' := by
    intro a ha
    have h : shift (-a) * shift a = 1 := AffineEquiv.ext fun v => neg_add_cancel_left a v
    change shift (-a) ∈ G
    rw [eq_inv_of_mul_eq_one_left h]
    exact G.inv_mem ha

/-- The lattice `Z^n` of the conventional cell. -/
def integerLattice (n : ℕ) : AddSubgroup (Space n) where
  carrier := {t | ∀ i, ∃ k : ℤ, t i = k}
  zero_mem' := fun _ => ⟨0, by simp⟩
  add_mem' := by
    intro a b ha hb i
    obtain ⟨⟨k, hk⟩, l, hl⟩ := And.intro (ha i) (hb i)
    exact ⟨k + l, by simp [hk, hl]⟩
  neg_mem' := by
    intro a ha i
    obtain ⟨k, hk⟩ := ha i
    exact ⟨-k, by simp [hk]⟩

/-- The conventional cell `[0,1)^n`. -/
def cell (n : ℕ) : Set (Space n) := {x | ∀ i, 0 ≤ x i ∧ x i < 1}

/-- The index of `Z^n` in the translation lattice, for `G` containing the translations `Z^n`
with finite index. -/
def centringIndex : ℕ := ((integerLattice n).addSubgroupOf (translationLattice G)).index

/-- The crystallographic orbit of `x`. -/
def orbit : Set (Space n) := {y | ∃ g ∈ G, g x = y}

/-- The site-symmetry group: the operations of `G` that fix `x`. -/
def siteSymmetry : Subgroup (Seitz n) where
  carrier := {g | g ∈ G ∧ g x = x}
  one_mem' := ⟨G.one_mem, rfl⟩
  mul_mem' := fun {a _} ha hb => ⟨G.mul_mem ha.1 hb.1, (congrArg a hb.2).trans ha.2⟩
  inv_mem' := fun {g} hg =>
    ⟨G.inv_mem hg.1, (congrArg g.symm hg.2).symm.trans (g.symm_apply_apply x)⟩

/-- The operations of `G` that send `x` into the conventional cell. -/
def cellOperations : Set (Seitz n) := {g | g ∈ G ∧ g x ∈ cell n}

/-- Exactly one integer translation brings a given point into the conventional cell. -/
theorem reduce_to_cell (y : Space n) : ∃! t, t ∈ integerLattice n ∧ t + y ∈ cell n := by
  refine ⟨fun i => -(⌊y i⌋ : ℝ), ⟨fun i => ⟨-⌊y i⌋, by simp⟩, fun i => ?_⟩, ?_⟩
  · change 0 ≤ -(⌊y i⌋ : ℝ) + y i ∧ -(⌊y i⌋ : ℝ) + y i < 1
    constructor <;> linarith [Int.floor_le (y i), Int.lt_floor_add_one (y i)]
  · rintro t ⟨ht, hc⟩
    funext i
    obtain ⟨k, hk⟩ := ht i
    have h : 0 ≤ t i + y i ∧ t i + y i < 1 := hc i
    have hf : ⌊y i⌋ = -k := by
      rw [Int.floor_eq_iff]
      push_cast
      constructor <;> linarith [h.1, h.2]
    rw [hk, hf]
    simp

/-- If a lattice `L` contains `Z^n`, the number of points of `L + y` in the cell is the index of
`Z^n` in `L` (both read as zero when infinite). -/
theorem card_lattice_in_cell (L : AddSubgroup (Space n)) (hL : integerLattice n ≤ L)
    (y : Space n) : Nat.card {l : L // (l : Space n) + y ∈ cell n} =
      ((integerLattice n).addSubgroupOf L).index := by
  refine Nat.card_congr (Equiv.ofBijective
    (fun l => (QuotientAddGroup.mk l.1 : L ⧸ (integerLattice n).addSubgroupOf L)) ⟨?_, ?_⟩)
  · rintro ⟨a, ha⟩ ⟨b, hb⟩ h
    have hq : -a + b ∈ (integerLattice n).addSubgroupOf L := QuotientAddGroup.eq.1 h
    have hd : -(a : Space n) + b ∈ integerLattice n := hq
    have h0 := (reduce_to_cell ((a : Space n) + y)).unique
      ⟨hd, by convert hb using 1; abel⟩ ⟨zero_mem _, by rwa [zero_add]⟩
    exact Subtype.ext (Subtype.ext (neg_add_eq_zero.1 h0))
  · intro q
    obtain ⟨l, rfl⟩ := QuotientAddGroup.mk_surjective q
    obtain ⟨t, ⟨ht, hc⟩, -⟩ := reduce_to_cell ((l : Space n) + y)
    refine ⟨⟨⟨t, hL ht⟩ + l, by convert hc using 1; exact add_assoc _ _ _⟩, ?_⟩
    refine QuotientAddGroup.eq.2 ?_
    change -(t + (l : Space n)) + l ∈ integerLattice n
    convert neg_mem ht using 1
    abel

/-- Two Seitz operations with the same linear part differ by a pure translation. -/
theorem shift_mul_eq (g h : Seitz n) (x : Space n) (hl : g.linear = h.linear) :
    shift (g x - h x) * h = g := by
  refine AffineEquiv.ext fun v => ?_
  have e : ∀ f : Seitz n, f v = f.linear (v - x) + f x := fun f => by
    have := f.map_vadd x (v - x)
    rwa [vadd_eq_add, vadd_eq_add, sub_add_cancel] at this
  change g x - h x + h v = g v
  rw [e g, e h, hl]
  abel

/-- With finite point group and `Z^n` of finite index in the translation lattice, the operations
sending `x` into the cell are finite in number: centring index times point-group order. -/
theorem card_cellOperations [Finite (pointGroup G)]
    (hZ : integerLattice n ≤ translationLattice G) (hc : centringIndex G ≠ 0) :
    Finite (cellOperations G x) ∧
      Nat.card (cellOperations G x) = centringIndex G * Nat.card (pointGroup G) := by
  -- one representative operation for each element of the point group
  have hrep : ∀ W : pointGroup G, ∃ g, g ∈ G ∧ g.linear = W.1 := fun W => W.2
  choose r hrG hr using hrep
  let F := fun W : pointGroup G =>
    {l : translationLattice G // (l : Space n) + r W x ∈ cell n}
  have hF : ∀ W, Nat.card (F W) = centringIndex G := fun W => card_lattice_in_cell _ hZ _
  have : ∀ W, Finite (F W) := fun W => Nat.finite_of_card_ne_zero (by rw [hF W]; exact hc)
  let f : (Σ W, F W) → cellOperations G x := fun p =>
    ⟨shift p.2.1.1 * r p.1, G.mul_mem p.2.1.2 (hrG p.1), p.2.2⟩
  have hf : Function.Bijective f := by
    constructor
    · rintro ⟨W, l⟩ ⟨W', l'⟩ h
      have h1 : shift l.1.1 * r W = shift l'.1.1 * r W' := congrArg Subtype.val h
      have hlin : ∀ (t : Space n) (g : Seitz n), (shift t * g).linear = g.linear :=
        fun t g => LinearEquiv.ext fun v => rfl
      have hW : W = W' := Subtype.ext (by
        rw [← hr W, ← hr W', ← hlin l.1.1 (r W), h1, hlin])
      subst hW
      have h2 : l.1.1 + r W x = l'.1.1 + r W x := congrArg (fun g : Seitz n => g x) h1
      have h3 : l = l' := Subtype.ext (Subtype.ext (add_right_cancel h2))
      rw [h3]
    · rintro ⟨g, hg, hgx⟩
      obtain ⟨W, hW⟩ : ∃ W : pointGroup G, W.1 = g.linear := ⟨⟨g.linear, g, hg, rfl⟩, rfl⟩
      have h := shift_mul_eq g (r W) x (by rw [hr W, hW])
      have hm : shift (g x - r W x) ∈ G := by
        rw [eq_mul_inv_of_mul_eq h]
        exact G.mul_mem hg (G.inv_mem (hrG W))
      exact ⟨⟨W, ⟨⟨g x - r W x, hm⟩, by simpa using hgx⟩⟩, Subtype.ext h⟩
  refine ⟨Finite.of_surjective f hf.2, ?_⟩
  have := Fintype.ofFinite (pointGroup G)
  rw [← Nat.card_congr (Equiv.ofBijective f hf), Nat.card_sigma,
    Finset.sum_congr rfl fun W _ => hF W, Finset.sum_const, Finset.card_univ, smul_eq_mul,
    Nat.card_eq_fintype_card, mul_comm]

/-- The operations sending `x` into the cell number the orbit points in the cell times the order
of the site-symmetry group (infinite cardinalities read as zero). -/
theorem card_cellOperations_eq_orbit : Nat.card (cellOperations G x) =
    (orbit G x ∩ cell n).ncard * Nat.card (siteSymmetry G x) := by
  -- one operation leading from `x` to each orbit point in the cell
  have hrep : ∀ p : ↥(orbit G x ∩ cell n), ∃ g, g ∈ G ∧ g x = p.1 := fun p => p.2.1
  choose r hrG hr using hrep
  let f : ↥(orbit G x ∩ cell n) × siteSymmetry G x → cellOperations G x := fun q =>
    ⟨r q.1 * q.2.1, G.mul_mem (hrG q.1) q.2.2.1, by
      change r q.1 (q.2.1 x) ∈ cell n
      rw [q.2.2.2, hr]
      exact q.1.2.2⟩
  have hf : Function.Bijective f := by
    constructor
    · rintro ⟨p, s⟩ ⟨p', s'⟩ h
      have h1 : r p * s.1 = r p' * s'.1 := congrArg Subtype.val h
      have h2 : r p (s.1 x) = r p' (s'.1 x) := congrArg (fun g : Seitz n => g x) h1
      rw [s.2.2, s'.2.2, hr, hr] at h2
      have hp : p = p' := Subtype.ext h2
      subst hp
      rw [Subtype.ext (mul_left_cancel h1)]
    · rintro ⟨g, hg, hgx⟩
      obtain ⟨p, hp⟩ : ∃ p : ↥(orbit G x ∩ cell n), p.1 = g x :=
        ⟨⟨g x, ⟨g, hg, rfl⟩, hgx⟩, rfl⟩
      have h := (hr p).trans hp
      exact ⟨⟨p, ⟨(r p)⁻¹ * g, G.mul_mem (G.inv_mem (hrG p)) hg,
        (congrArg (r p).symm h).symm.trans ((r p).symm_apply_apply x)⟩⟩,
        Subtype.ext (mul_inv_cancel_left (r p) g)⟩
  rw [← Nat.card_congr (Equiv.ofBijective f hf), Nat.card_prod, Nat.card_coe_set_eq]

/-- Wyckoff multiplicity: for finite point group and `Z^n` of finite index in the translation
lattice, the orbit of `x` has finitely many points in the conventional cell, namely centring index
times point-group order divided by site-symmetry order. -/
theorem wyckoff_multiplicity [Finite (pointGroup G)]
    (hZ : integerLattice n ≤ translationLattice G) (hc : centringIndex G ≠ 0) :
    (orbit G x ∩ cell n).Finite ∧ ((orbit G x ∩ cell n).ncard : ℚ) =
      centringIndex G * Nat.card (pointGroup G) / Nat.card (siteSymmetry G x) := by
  obtain ⟨hfin, hcard⟩ := card_cellOperations G x hZ hc
  rw [card_cellOperations_eq_orbit] at hcard
  constructor
  · refine ((Set.toFinite (cellOperations G x)).image fun g => g x).subset ?_
    rintro y ⟨⟨g, hg, rfl⟩, hy⟩
    exact ⟨g, ⟨hg, hy⟩, rfl⟩
  · -- the site-symmetry order is nonzero because the total count is
    have hS : Nat.card (siteSymmetry G x) ≠ 0 := by
      intro h0
      rw [h0, mul_zero] at hcard
      exact mul_ne_zero hc Nat.card_pos.ne' hcard.symm
    rw [eq_div_iff (Nat.cast_ne_zero.2 hS)]
    exact_mod_cast hcard

end

end WyckoffMultiplicity
```

```lean
#print axioms WyckoffMultiplicity.wyckoff_multiplicity
```

```
'WyckoffMultiplicity.wyckoff_multiplicity' depends on axioms: [propext, Classical.choice, Quot.sound]
```

## The counts as bijections

`reduce_to_cell` is the floor argument. It supplies $-\lfloor y_i\rfloor$ as the translation, and for uniqueness uses `Int.floor_eq_iff` to show that any other candidate has the same components.

`card_lattice_in_cell` builds the map from lattice vectors to cosets and proves it bijective. Injectivity uses the uniqueness in `reduce_to_cell`, surjectivity its existence part. The inclusion `hL` is needed in the second half, where the integer translation must itself belong to the lattice.

`shift_mul_eq` proves $g=T_{gx-hx}h$ for operations $g,h$ with equal linear parts. Its auxiliary identity `e` expands an affine map about $x$: $f(v)=W(v-x)+f(x)$, with $W$ the linear part of $f$. Subtracting two such expansions cancels the linear terms.

`card_cellOperations` is the first count. The `choose` step picks the representatives $r_W$, and `F W` is the set of lattice vectors that bring $r_Wx$ into the cell. The map `f` sends a pair $(W,l)$ to $T_l r_W$. It is injective because the linear part recovers $W$ and the image of $x$ then recovers $l$; it is surjective by `shift_mul_eq`. Summing the constant size $c$ over $P$ gives $c|P|$.

`card_cellOperations_eq_orbit` is the second count and uses none of the three hypotheses. Here `f` sends a pair $(p,s)$, with $s\in S_x$, to $r_p s$. The image of $x$ recovers $p$, and cancelling $r_p$ recovers $s$. For surjectivity, a given $g$ is written as $r_p(r_p^{-1}g)$.

`wyckoff_multiplicity` equates the two counts. The orbit points in the cell are images of $x$ under a finite set of operations, so they are finite in number. If the site-symmetry order were recorded as 0, the product $c|P|$ would vanish, contradicting `hc` and the positive order of $P$. This justifies the division, and `exact_mod_cast` carries the equation from natural to rational numbers.
